# Kinetic energy per particle of a non-interacting relativistic Fermi gas at zero temperature: closed form, bounds and limits

Take a single particle of mass $m$ with momentum $t=3/4$ in units of $mc$, where $c$ is the speed of light. Its total energy in units of $mc^2$ is $\sqrt{1+9/16}=5/4$, so its kinetic energy is $1/4$. This lies below the Newtonian value $t^2/2=9/32$, and also below the value $t=3/4$ that a massless particle would have. Both inequalities hold at every momentum $t>0$, and at $t=0$ all three values are zero, so the inequalities survive averaging over a filled Fermi sphere. If the sphere has radius $x$, the average of $t^2/2$ is $3x^2/10$ and the average of $t$ is $3x/4$. These are the two upper bounds for the gas.

The average itself has a closed form. Lower bounds obtained in the same way show that each upper bound gives the correct leading behaviour in its own regime.

```lean
import Mathlib

open Filter Topology

namespace RelativisticFermiGas

noncomputable section
```

## One particle and the filled sphere

Momenta are measured in $mc$ and energies in $mc^2$. The kinetic energy of one particle is the total energy minus the rest energy,
$$k(t)=\sqrt{1+t^2}-1 .$$

```lean
/-- Kinetic energy, in units of `mc²`, of a particle with momentum `t` in units of `mc`. -/
def kineticEnergy (t : ℝ) : ℝ := √(1 + t ^ 2) - 1
```

At zero temperature the gas fills all momentum states up to the Fermi momentum $x=p_F/(mc)$. A shell of radius $t$ contains a number of states proportional to $4\pi t^2\,dt$. The factor $4\pi$, the volume and the spin degeneracy cancel in the average, which leaves
$$E(x)=\frac{\int_0^x t^2\,k(t)\,dt}{\int_0^x t^2\,dt}.$$

In Lean, $k$ is `kineticEnergy` and $E$ is `energyPerParticle`. The argument `x` is any real number, but only $x>0$ describes a gas, and the bounds and the closed form for $E$ assume it. The definition takes for granted a uniform, three-dimensional gas without interactions, large enough for the sum over momentum states to be an integral. Exchange, correlation and finite temperature do not enter.

```lean
/-- Kinetic energy per particle of a gas filling the Fermi sphere of radius `x`, for `x > 0`:
the average of the single-particle energy with the shell weight `t²`. -/
def energyPerParticle (x : ℝ) : ℝ :=
  (∫ t in (0 : ℝ)..x, t ^ 2 * kineticEnergy t) / ∫ t in (0 : ℝ)..x, t ^ 2
```

## The integral of the total energy

Write $s=\sqrt{1+t^2}$, so that $ds/dt=t/s$, and consider
$$F(t)=\tfrac18\left[t(1+2t^2)\,s-\operatorname{arsinh}t\right].$$
The derivative of $t(1+2t^2)$ is $1+6t^2$, and that of $\operatorname{arsinh}t$ is $1/s$. Hence
$$8F'(t)=(1+6t^2)s+\frac{t^2(1+2t^2)-1}{s}.$$
The numerator factorises as $(2t^2-1)(1+t^2)$, and $(1+t^2)/s=s$. Therefore
$$8F'(t)=(1+6t^2)s+(2t^2-1)s=8t^2s .$$
Since $F(0)=0$, the fundamental theorem of calculus gives
$$\int_0^x t^2\sqrt{1+t^2}\,dt=\frac{x(1+2x^2)\sqrt{1+x^2}-\operatorname{arsinh}x}{8}.$$
This holds for every real $x$, with the usual sign convention for an integral whose upper limit is negative.

In the proof, `hder` is the derivative and `hi` is the identity $(1+t^2)/s=s$. The `linear_combination` step multiplies `hi` by $(2t^2-1)/8$, just as the factorisation requires.

```lean
/-- The integral from `0` to `x` of the total relativistic energy `√(1 + t²)` with the shell weight
`t²`, in closed form. -/
theorem integral_total_energy (x : ℝ) :
    ∫ t in (0 : ℝ)..x, t ^ 2 * √(1 + t ^ 2) =
      (x * (1 + 2 * x ^ 2) * √(1 + x ^ 2) - Real.arsinh x) / 8 := by
  have hder : ∀ t : ℝ, HasDerivAt
      (fun y : ℝ => (y * (1 + 2 * y ^ 2) * √(1 + y ^ 2) - Real.arsinh y) / 8)
      (t ^ 2 * √(1 + t ^ 2)) t := by
    intro t
    have hpos : 0 < 1 + t ^ 2 := by positivity
    have hs0 : √(1 + t ^ 2) ≠ 0 := (Real.sqrt_pos.2 hpos).ne'
    have hi : (1 + t ^ 2) * (√(1 + t ^ 2))⁻¹ = √(1 + t ^ 2) := by
      rw [← div_eq_mul_inv, div_eq_iff hs0]
      exact (Real.mul_self_sqrt hpos.le).symm
    have hsq : HasDerivAt (fun y : ℝ => y ^ 2) (2 * t) t := by
      simpa using hasDerivAt_pow 2 t
    have h1 : HasDerivAt (fun y : ℝ => 1 + y ^ 2) (2 * t) t := hsq.const_add 1
    have h2 : HasDerivAt (fun y : ℝ => y * (1 + 2 * y ^ 2)) (1 + 6 * t ^ 2) t :=
      ((hasDerivAt_id' t).fun_mul ((hsq.const_mul 2).const_add 1)).congr_deriv (by ring)
    refine (((h2.fun_mul (h1.sqrt hpos.ne')).fun_sub
      (Real.hasDerivAt_arsinh t)).div_const 8).congr_deriv ?_
    linear_combination (2 * t ^ 2 - 1) / 8 * hi
  have hc : Continuous fun t : ℝ => t ^ 2 * √(1 + t ^ 2) := by fun_prop
  rw [intervalIntegral.integral_eq_sub_of_hasDerivAt (fun t _ => hder t)
    (hc.intervalIntegrable 0 x)]
  simp
```

## Averages of powers of the momentum

The denominator of $E(x)$ is $\int_0^x t^2\,dt=x^3/3$.

```lean
/-- The integral of the shell weight `t²` up to the Fermi momentum `x` is `x³/3`. -/
theorem integral_shell_weight (x : ℝ) : ∫ t in (0 : ℝ)..x, t ^ 2 = x ^ 3 / 3 := by
  rw [integral_pow]
  norm_num
```

The bounds will compare $k(t)$ with polynomials of the form $a+bt+ct^2+dt^4$, where $a,b,c,d$ are real coefficients. Term by term,
$$\int_0^x t^2\,(a+bt+ct^2+dt^4)\,dt=\frac a3x^3+\frac b4x^4+\frac c5x^5+\frac d7x^7 .$$
Division by $x^3/3$ gives the average over the sphere,
$$a+\frac{3b}{4}x+\frac{3c}{5}x^2+\frac{3d}{7}x^4 .$$
The theorem states the integral; the division is carried out where the bounds are proved. Its proof again differentiates the right-hand side and applies the fundamental theorem.

```lean
/-- The integral from `0` to `x` of the polynomial `a + bt + ct² + dt⁴` with the shell weight `t²`.
-/
theorem integral_polynomial_energy (a b c d x : ℝ) :
    ∫ t in (0 : ℝ)..x, t ^ 2 * (a + b * t + c * t ^ 2 + d * t ^ 4) =
      a / 3 * x ^ 3 + b / 4 * x ^ 4 + c / 5 * x ^ 5 + d / 7 * x ^ 7 := by
  have hder : ∀ t : ℝ, HasDerivAt
      (fun y : ℝ => a / 3 * y ^ 3 + b / 4 * y ^ 4 + c / 5 * y ^ 5 + d / 7 * y ^ 7)
      (t ^ 2 * (a + b * t + c * t ^ 2 + d * t ^ 4)) t := by
    intro t
    have p3 : HasDerivAt (fun y : ℝ => y ^ 3) (3 * t ^ 2) t := by
      simpa using hasDerivAt_pow 3 t
    have p4 : HasDerivAt (fun y : ℝ => y ^ 4) (4 * t ^ 3) t := by
      simpa using hasDerivAt_pow 4 t
    have p5 : HasDerivAt (fun y : ℝ => y ^ 5) (5 * t ^ 4) t := by
      simpa using hasDerivAt_pow 5 t
    have p7 : HasDerivAt (fun y : ℝ => y ^ 7) (7 * t ^ 6) t := by
      simpa using hasDerivAt_pow 7 t
    exact ((((p3.const_mul (a / 3)).fun_add (p4.const_mul (b / 4))).fun_add
      (p5.const_mul (c / 5))).fun_add (p7.const_mul (d / 7))).congr_deriv (by ring)
  have hc : Continuous fun t : ℝ => t ^ 2 * (a + b * t + c * t ^ 2 + d * t ^ 4) := by
    fun_prop
  rw [intervalIntegral.integral_eq_sub_of_hasDerivAt (fun t _ => hder t)
    (hc.intervalIntegrable 0 x)]
  simp
```

## The closed form for the energy per particle

Since $t^2k(t)=t^2\sqrt{1+t^2}-t^2$, the numerator of $E(x)$ is the integral of the total energy minus $x^3/3$. For $x>0$, division by $x^3/3$ turns the subtracted part into the rest energy $1$:
$$E(x)=\frac{3}{x^3}\cdot\frac{x(1+2x^2)\sqrt{1+x^2}-\operatorname{arsinh}x}{8}-1 .$$
The step `hsplit` separates the two integrals, and the earlier results supply their values.

```lean
/-- The kinetic energy per particle in closed form. -/
theorem energyPerParticle_eq {x : ℝ} (hx : 0 < x) :
    energyPerParticle x =
      3 / x ^ 3 * ((x * (1 + 2 * x ^ 2) * √(1 + x ^ 2) - Real.arsinh x) / 8) - 1 := by
  have hc1 : Continuous fun t : ℝ => t ^ 2 * √(1 + t ^ 2) := by fun_prop
  have hc2 : Continuous fun t : ℝ => t ^ 2 := by fun_prop
  -- separate the rest energy from the total energy
  have hsplit : ∫ t in (0 : ℝ)..x, t ^ 2 * kineticEnergy t =
      (∫ t in (0 : ℝ)..x, t ^ 2 * √(1 + t ^ 2)) - ∫ t in (0 : ℝ)..x, t ^ 2 := by
    rw [← intervalIntegral.integral_sub (hc1.intervalIntegrable 0 x)
      (hc2.intervalIntegrable 0 x)]
    refine intervalIntegral.integral_congr (fun t _ => ?_)
    simp only [kineticEnergy]
    ring
  have h3 : x ^ 3 / 3 ≠ 0 := by positivity
  unfold energyPerParticle
  rw [hsplit, integral_total_energy, integral_shell_weight, sub_div, div_self h3]
  ring
```

## Four bounds on the single-particle energy

For $t\ge0$, again let $s=\sqrt{1+t^2}$, so that $s\ge1$, $t^2=s^2-1$ and $k(t)=s-1$.

- The Newtonian value is an upper bound because $\frac{t^2}{2}-(s-1)=\frac{(s-1)^2}{2}\ge0$.
- The massless value is an upper bound because $s^2=1+t^2\le(1+t)^2$, hence $s-1\le t$.
- The next term of the expansion in $t$ gives a lower bound, since
$$(s-1)-\left(\frac{t^2}{2}-\frac{t^4}{8}\right)=\frac{(s-1)^3(s+3)}{8}\ge0 .$$
- Finally $s\ge t$, so $k(t)\ge t-1$.

The proof follows the same substitution: `generalize` replaces the square root by a variable `s`, of which only $s^2=1+t^2$ and $s\ge0$ are kept. The remaining inequalities are polynomial, and `nlinarith` closes them. The third one uses the non-negative product recorded in `h5`.

```lean
/-- Upper and lower bounds on the kinetic energy of one particle with momentum `t ≥ 0`. -/
theorem kineticEnergy_bounds {t : ℝ} (ht : 0 ≤ t) :
    kineticEnergy t ≤ t ^ 2 / 2 ∧ kineticEnergy t ≤ t ∧
      t ^ 2 / 2 - t ^ 4 / 8 ≤ kineticEnergy t ∧ t - 1 ≤ kineticEnergy t := by
  unfold kineticEnergy
  have hs : √(1 + t ^ 2) ^ 2 = 1 + t ^ 2 := Real.sq_sqrt (by positivity)
  have h0 : 0 ≤ √(1 + t ^ 2) := Real.sqrt_nonneg _
  generalize √(1 + t ^ 2) = s at hs h0 ⊢
  have h1 : 1 ≤ s := by nlinarith [sq_nonneg t]
  have h4 : t ^ 4 = (s ^ 2 - 1) ^ 2 := by
    rw [hs]
    ring
  -- the error of the quartic expansion is (s - 1)³ (s + 3) / 8
  have h5 : 0 ≤ (s - 1) ^ 3 * (s + 3) :=
    mul_nonneg (pow_nonneg (sub_nonneg.2 h1) 3) (by linarith)
  refine ⟨?_, ?_, ?_, ?_⟩
  · nlinarith [sq_nonneg (s - 1)]
  · nlinarith
  · nlinarith [h5, h4, hs]
  · nlinarith
```

## From one particle to the gas

Suppose that $k(t)\le a+bt+ct^2+dt^4$ for all $t\ge0$. Multiplication by $t^2\ge0$ preserves the inequality, integration over $[0,x]$ preserves it too, and so does division by $x^3/3>0$. The result is
$$E(x)\le a+\frac{3b}{4}x+\frac{3c}{5}x^2+\frac{3d}{7}x^4 .$$
In the proof, `intervalIntegral.integral_mono_on` is the comparison of the two integrals, and `div_le_iff₀` clears the positive denominator.

```lean
/-- A polynomial upper bound on the single-particle energy gives an upper bound on the
energy per particle. -/
theorem energyPerParticle_le {a b c d x : ℝ} (hx : 0 < x)
    (h : ∀ t, 0 ≤ t → kineticEnergy t ≤ a + b * t + c * t ^ 2 + d * t ^ 4) :
    energyPerParticle x ≤ a + 3 * b / 4 * x + 3 * c / 5 * x ^ 2 + 3 * d / 7 * x ^ 4 := by
  have hf : Continuous fun t : ℝ => t ^ 2 * kineticEnergy t := by
    unfold kineticEnergy
    fun_prop
  have hg : Continuous fun t : ℝ => t ^ 2 * (a + b * t + c * t ^ 2 + d * t ^ 4) := by
    fun_prop
  have hm := intervalIntegral.integral_mono_on (μ := MeasureTheory.volume) hx.le
    (hf.intervalIntegrable 0 x)
    (hg.intervalIntegrable 0 x)
    (fun t ht => mul_le_mul_of_nonneg_left (h t ht.1) (sq_nonneg t))
  rw [integral_polynomial_energy] at hm
  unfold energyPerParticle
  rw [integral_shell_weight, div_le_iff₀ (by positivity)]
  exact hm.trans (le_of_eq (by ring))
```

The same argument with the inequality reversed gives lower bounds; it appears below as `key`. The coefficients $c=\frac12$, $d=-\frac18$ (with $a=b=0$) and then $a=-1$, $b=1$ (with $c=d=0$) yield
$$\frac{3x^2}{10}-\frac{3x^4}{56}\le E(x),\qquad \frac{3x}{4}-1\le E(x).$$

```lean
/-- The kinetic energy per particle is at least `3x²/10 - 3x⁴/56` and at least `3x/4 - 1`. -/
theorem energyPerParticle_lower {x : ℝ} (hx : 0 < x) :
    3 / 10 * x ^ 2 - 3 / 56 * x ^ 4 ≤ energyPerParticle x ∧
      3 / 4 * x - 1 ≤ energyPerParticle x := by
  have hf : Continuous fun t : ℝ => t ^ 2 * kineticEnergy t := by
    unfold kineticEnergy
    fun_prop
  have key : ∀ a b c d : ℝ,
      (∀ t, 0 ≤ t → a + b * t + c * t ^ 2 + d * t ^ 4 ≤ kineticEnergy t) →
      a + 3 * b / 4 * x + 3 * c / 5 * x ^ 2 + 3 * d / 7 * x ^ 4 ≤ energyPerParticle x := by
    intro a b c d h
    have hg : Continuous fun t : ℝ => t ^ 2 * (a + b * t + c * t ^ 2 + d * t ^ 4) := by
      fun_prop
    have hm := intervalIntegral.integral_mono_on (μ := MeasureTheory.volume) hx.le
      (hg.intervalIntegrable 0 x)
      (hf.intervalIntegrable 0 x)
      (fun t ht => mul_le_mul_of_nonneg_left (h t ht.1) (sq_nonneg t))
    rw [integral_polynomial_energy] at hm
    unfold energyPerParticle
    rw [integral_shell_weight, le_div_iff₀ (by positivity)]
    exact (le_of_eq (by ring)).trans hm
  constructor
  · have h := key 0 0 (1 / 2) (-1 / 8)
      (fun t ht => by linarith [(kineticEnergy_bounds ht).2.2.1])
    linarith
  · have h := key (-1) 1 0 0
      (fun t ht => by linarith [(kineticEnergy_bounds ht).2.2.2])
    linarith
```

For the upper bounds, $c=\frac12$ alone gives $3x^2/10$, and $b=1$ alone gives $3x/4$. Positivity needs no estimate of size: for $t>0$ we have $\sqrt{1+t^2}>1$, so $t^2k(t)$ is positive throughout the interior of $[0,x]$ and its integral is positive. Altogether, for $x>0$,
$$0<E(x)\le\min\left(\frac{3x^2}{10},\frac{3x}{4}\right).$$
The two upper bounds cross at $x=5/2$; the Newtonian one is the smaller below that value, the massless one above it.

For a non-interacting uniform electron gas, the Newtonian upper bound and the first lower bound together control the error of the non-relativistic kinetic energy per particle, $3x^2/10$, used in Thomas–Fermi theory: it is never too small, and it exceeds $E(x)$ by at most $3x^4/56$ in units of $mc^2$.

```lean
/-- The kinetic energy per particle is positive and at most the smaller of `3x²/10`
and `3x/4`. -/
theorem energyPerParticle_pos_and_le_min {x : ℝ} (hx : 0 < x) :
    0 < energyPerParticle x ∧ energyPerParticle x ≤ min (3 * x ^ 2 / 10) (3 * x / 4) := by
  refine ⟨?_, le_min ?_ ?_⟩
  · have hf : Continuous fun t : ℝ => t ^ 2 * kineticEnergy t := by
      unfold kineticEnergy
      fun_prop
    unfold energyPerParticle
    rw [integral_shell_weight]
    refine div_pos (intervalIntegral.intervalIntegral_pos_of_pos_on
      (hf.intervalIntegrable 0 x) (fun t ht => ?_) hx) (by positivity)
    have ht0 : 0 < t := ht.1
    have hs : √(1 + t ^ 2) ^ 2 = 1 + t ^ 2 := Real.sq_sqrt (by positivity)
    have hk : 0 < kineticEnergy t := by
      unfold kineticEnergy
      nlinarith [Real.sqrt_nonneg (1 + t ^ 2), pow_pos ht0 2]
    positivity
  · have h := energyPerParticle_le (a := 0) (b := 0) (c := 1 / 2) (d := 0) hx
      (fun t ht => by linarith [(kineticEnergy_bounds ht).1])
    linarith
  · have h := energyPerParticle_le (a := 0) (b := 1) (c := 0) (d := 0) hx
      (fun t ht => by linarith [(kineticEnergy_bounds ht).2.1])
    linarith
```

## Dilute and dense limits

Dividing the bounds by $x^2$ or by $x$ gives, for $x>0$,
$$\frac{3}{10}-\frac{3x^2}{56}\le\frac{E(x)}{x^2}\le\frac{3}{10},\qquad \frac34-\frac1x\le\frac{E(x)}{x}\le\frac34 .$$
As $x\to0^+$ the first pair closes on $3/10$; as $x\to\infty$ the second closes on $3/4$. In ordinary units, the energy per particle approaches $\frac35\,p_F^2/(2m)$ in the dilute gas and $\frac34\,p_Fc$ in the dense one, in the sense that the ratio tends to one.

In the statement, `𝓝[>] 0` means that $x$ approaches zero through positive values, and `atTop` means that $x$ grows without bound. Each half of the proof is a squeeze between a constant and a function that tends to it.

```lean
/-- The energy per particle divided by `x²` tends to `3/10` as `x → 0⁺`, and divided by `x`
it tends to `3/4` as `x → ∞`. -/
theorem energyPerParticle_limits :
    Tendsto (fun x => energyPerParticle x / x ^ 2) (𝓝[>] 0) (𝓝 (3 / 10)) ∧
      Tendsto (fun x => energyPerParticle x / x) atTop (𝓝 (3 / 4)) := by
  constructor
  · have hc : Continuous fun x : ℝ => 3 / 10 - 3 / 56 * x ^ 2 := by fun_prop
    have hl : Tendsto (fun x : ℝ => 3 / 10 - 3 / 56 * x ^ 2) (𝓝[>] 0) (𝓝 (3 / 10)) :=
      (hc.tendsto' 0 _ (by norm_num)).mono_left nhdsWithin_le_nhds
    refine tendsto_of_tendsto_of_tendsto_of_le_of_le' hl tendsto_const_nhds ?_ ?_
    · filter_upwards [self_mem_nhdsWithin] with x hx
      have hx0 : 0 < x := hx
      rw [le_div_iff₀ (by positivity)]
      linarith [(energyPerParticle_lower hx0).1]
    · filter_upwards [self_mem_nhdsWithin] with x hx
      have hx0 : 0 < x := hx
      rw [div_le_iff₀ (by positivity)]
      linarith [(energyPerParticle_pos_and_le_min hx0).2.trans (min_le_left _ _)]
  · have hi : Tendsto (fun x : ℝ => x⁻¹) atTop (𝓝 0) := tendsto_inv_atTop_zero
    have hl : Tendsto (fun x : ℝ => 3 / 4 - x⁻¹) atTop (𝓝 (3 / 4)) := by
      simpa using hi.const_sub (3 / 4)
    refine tendsto_of_tendsto_of_tendsto_of_le_of_le' hl tendsto_const_nhds ?_ ?_
    · filter_upwards [eventually_gt_atTop 0] with x hx
      have hxi : x⁻¹ * x = 1 := inv_mul_cancel₀ hx.ne'
      rw [le_div_iff₀ hx, sub_mul, hxi]
      exact (energyPerParticle_lower hx).2
    · filter_upwards [eventually_gt_atTop 0] with x hx
      rw [div_le_iff₀ hx]
      linarith [(energyPerParticle_pos_and_le_min hx).2.trans (min_le_right _ _)]

end

end RelativisticFermiGas
```

```lean
#print axioms RelativisticFermiGas.energyPerParticle_eq
-- 'RelativisticFermiGas.energyPerParticle_eq' depends on axioms: [propext, Classical.choice, Quot.sound]
#print axioms RelativisticFermiGas.energyPerParticle_limits
-- 'RelativisticFermiGas.energyPerParticle_limits' depends on axioms: [propext, Classical.choice, Quot.sound]
```
